# Real linear canonical maps have determinant +1 and preserve phase-space volume

## An oscillator ensemble that gains area

Take a harmonic oscillator with unit mass and unit frequency, and advance it by the explicit Euler rule \(q' = q + hp\), \(p' = p - hq\) with time step \(h\). The matrix of this step has determinant \(1+h^2\), so every region of initial conditions gains area at each step. For \(h = 0.1\), a thousand steps enlarge it by a factor of about \(2\times 10^4\). The density of an ensemble falls by the same factor, although under the true motion it stays constant along each trajectory.

Linear canonical maps don't have this defect. Their defining condition quickly gives \((\det S)^2 = 1\), which settles the size of volumes but leaves \(\det S = -1\) open, and a map with that determinant would reverse the orientation of phase space. The sign needs an argument of its own.

## Canonical matrices and what is claimed

For \(n\) degrees of freedom write \(z = (q,p)\), positions first. Hamilton's equations are \(\dot z = J\nabla H\) with

\[
J=\begin{pmatrix}0&1\\-1&0\end{pmatrix},
\]

where each entry is an \(n\times n\) block. A real \(2n\times 2n\) matrix \(S\) is canonical, or symplectic, if \(S^TJS=J\). The claims for such an \(S\) are:

- \(\det S = 1\);
- \(z\mapsto Sz\) keeps the signed volume spanned by any \(2n\) vectors, and therefore orientation;
- it keeps the Lebesgue measure of every subset of phase space.

In Lean, `n` is a finite index type for the degrees of freedom, so the letter names a set of labels and not a number. A phase-space point is a function `n ⊕ n → ℝ`, with the left copy of `n` for positions and the right copy for momenta. The matrix \(J\) is called `poissonJ n`, and `IsCanonical S` is the condition above. Some texts give \(J\) the opposite sign, which leaves the condition unchanged.

The theorem `det_eq_one` is the first claim, and `linear_liouville` joins the other two. There `Matrix.of v` has the vectors `v i` as its rows, and its determinant is their signed volume. The measure `volume` is Lebesgue measure in the coordinates \((q,p)\); for a non-measurable set it means outer measure.

Canonicity is a hypothesis on one fixed matrix. The step from dynamics to that hypothesis is a short calculation, left outside Lean: for \(H=\tfrac12 z^TKz\) with \(K\) symmetric, \(\dot S=JKS\), so \(\tfrac{d}{dt}(S^TJS)=S^TKS-S^TKS=0\), and \(S=1\) at time zero. Liouville's theorem for a nonlinear flow concerns the Jacobian matrix at every point and a nonlinear change of variables, which is more than is proved here.

In quantum mechanics the same \(H=\tfrac12 z^TKz\), with operators for \(q\) and \(p\), carries the Wigner function along by this matrix \(S\), so that \(W_t(Sz)=W_0(z)\). Determinant one keeps it normalised.

## The sign of the determinant

**The square.** Since \(J^2=-1\), we have \(\det J\,\det(-J)=1\), so \(\det J\neq0\). Taking determinants in \(S^TJS=J\) gives \((\det S)^2\det J=\det J\), hence \((\det S)^2=1\).

**A determinant that is never negative.** For real \(n\times n\) matrices \(P,Q\), block elimination over the complex numbers gives

\[
\begin{pmatrix}1&i\\0&1\end{pmatrix}
\begin{pmatrix}P&Q\\-Q&P\end{pmatrix}
\begin{pmatrix}1&-i\\0&1\end{pmatrix}
=\begin{pmatrix}P-iQ&0\\-Q&P+iQ\end{pmatrix}.
\]

The outer factors have determinant one, and \(\det(P-iQ)\) is the complex conjugate of \(\det(P+iQ)\). The middle matrix therefore has determinant \(|\det(P+iQ)|^2\ge0\).

Now write \(S\) in blocks \(A,B,C,D\), read row by row. Multiplication gives

\[
JSJ=\begin{pmatrix}-D&C\\B&-A\end{pmatrix},\qquad
S-JSJ=\begin{pmatrix}A+D&B-C\\-(B-C)&A+D\end{pmatrix},
\]

which has the form just treated, so \(\det(S-JSJ)\ge0\) for every real \(S\).

**The sign.** If \(S\) is canonical, then

\[
S^T(S-JSJ)=S^TS-(S^TJS)J=S^TS-J^2=1+S^TS .
\]

The right side is positive definite, because \(x^T(1+S^TS)x=|x|^2+|Sx|^2>0\) for \(x\ne0\). So \(\det S\,\det(S-JSJ)>0\). The second factor is nonnegative, hence \(\det S>0\), and with \((\det S)^2=1\) this gives \(\det S=1\).

**Volumes.** Let \(V\) have the vectors \(v_i\) as rows. The images \(Sv_i\) are the rows of \(VS^T\), and \(\det(VS^T)=\det V\,\det S=\det V\). For any set of phase-space points, the linear change of variables multiplies its measure by \(|\det S|=1\).

## One step of symplectic Euler in numbers

Update the momentum first, \(p'=p-hq\), and then the position with the new momentum, \(q'=q+hp'\). For \(h=\tfrac12\),

\[
S=\begin{pmatrix}3/4&1/2\\-1/2&1\end{pmatrix},\qquad \det S=\tfrac34+\tfrac14=1 .
\]

Here \(P=\tfrac74\) and \(Q=1\), so \(\det(S-JSJ)=\tfrac{49}{16}+1=\tfrac{65}{16}\). On the other side,

\[
1+S^TS=\begin{pmatrix}29/16&-1/8\\-1/8&9/4\end{pmatrix},
\]

with determinant \(\tfrac{261}{64}-\tfrac1{64}=\tfrac{65}{16}\). The two agree, as \(\det S=1\) requires.

## One degree of freedom, and two

For a \(2\times2\) matrix, direct multiplication gives \(S^TJS=(\det S)\,J\). Being canonical is then the same as having determinant one, which is `isCanonical_iff_det_eq_one`.

With two degrees of freedom this equivalence fails. Stretch \(q_1\) by 2, shrink \(q_2\) by \(\tfrac12\) and leave the momenta alone. The determinant is one, but the position–momentum block of \(S^TJS\) is \(\mathrm{diag}(2,\tfrac12)\) and not the identity. Volume is kept, but the Poisson bracket of the new \(q_1\) with \(p_1\) is 2 instead of 1.

## The Lean file

```lean
import Mathlib

open Matrix MeasureTheory

namespace LinearLiouville

variable {n : Type*} [Fintype n] [DecidableEq n]

variable (n) in
/-- The matrix `J` of Hamilton's equations, in the block order (positions, momenta). -/
def poissonJ : Matrix (n ⊕ n) (n ⊕ n) ℝ := fromBlocks 0 1 (-1) 0

/-- A real phase-space matrix `S` is canonical (symplectic) when `Sᵀ J S = J`. -/
def IsCanonical (S : Matrix (n ⊕ n) (n ⊕ n) ℝ) : Prop :=
  Sᵀ * poissonJ n * S = poissonJ n

/-- The matrix `J` squares to minus the identity. -/
theorem poissonJ_mul_self : poissonJ n * poissonJ n = -1 := by
  rw [poissonJ, fromBlocks_multiply, ← fromBlocks_one, fromBlocks_neg]
  simp

/-- The determinant of a canonical matrix squares to one. -/
theorem det_mul_self_eq_one {S : Matrix (n ⊕ n) (n ⊕ n) ℝ} (hS : IsCanonical S) :
    S.det * S.det = 1 := by
  have hJ : (poissonJ n).det ≠ 0 := by
    intro h0
    have h1 : poissonJ n * -poissonJ n = 1 := by
      rw [mul_neg, poissonJ_mul_self, neg_neg]
    have h2 := congrArg Matrix.det h1
    rw [det_mul, h0, zero_mul, det_one] at h2
    exact zero_ne_one h2
  have h := congrArg Matrix.det (show Sᵀ * poissonJ n * S = poissonJ n from hS)
  rw [det_mul, det_mul, det_transpose] at h
  apply mul_right_cancel₀ hJ
  linear_combination h

/-- A real block matrix `(P, Q; -Q, P)` has determinant `|det (P + iQ)|²`. -/
theorem det_complex_block (P Q : Matrix n n ℝ) :
    (fromBlocks P Q (-Q) P).det =
      Complex.normSq (P.map Complex.ofReal + Complex.I • Q.map Complex.ofReal).det := by
  have hr : (((fromBlocks P Q (-Q) P).det : ℝ) : ℂ) =
      (fromBlocks (P.map Complex.ofReal) (Q.map Complex.ofReal)
        (-(Q.map Complex.ofReal)) (P.map Complex.ofReal)).det := by
    refine (RingHom.map_det Complex.ofRealHom _).trans ?_
    congr 1
    ext i j
    rcases i with i | i <;> rcases j with j | j <;> simp
  have hc : (P.map Complex.ofReal - Complex.I • Q.map Complex.ofReal).det =
      starRingEnd ℂ (P.map Complex.ofReal + Complex.I • Q.map Complex.ofReal).det := by
    rw [RingHom.map_det]
    congr 1
    ext i j
    simp [sub_eq_add_neg]
  -- block elimination over the complex numbers
  have key : ∀ A B : Matrix n n ℂ,
      fromBlocks 1 (Complex.I • (1 : Matrix n n ℂ)) 0 1 * fromBlocks A B (-B) A *
        fromBlocks 1 (-(Complex.I • (1 : Matrix n n ℂ))) 0 1 =
      fromBlocks (A - Complex.I • B) 0 (-B) (A + Complex.I • B) := by
    intro A B
    rw [fromBlocks_multiply, fromBlocks_multiply, fromBlocks_inj]
    refine ⟨?_, ?_, ?_, ?_⟩ <;>
      simp only [Matrix.one_mul, Matrix.mul_one, Matrix.zero_mul, Matrix.mul_zero,
        Matrix.mul_neg, Matrix.smul_mul, Matrix.mul_smul]
    · module
    · linear_combination (norm := module) Complex.I_mul_I • B
    · module
    · module
  have hd := congrArg Matrix.det (key (P.map Complex.ofReal) (Q.map Complex.ofReal))
  rw [det_mul, det_mul, det_fromBlocks_zero₂₁, det_fromBlocks_zero₂₁,
    det_fromBlocks_zero₁₂, det_one, one_mul, one_mul, mul_one, ← hr, hc,
    ← Complex.normSq_eq_conj_mul_self] at hd
  exact_mod_cast hd

/-- For every real phase-space matrix `S`, the determinant of `S - J S J` is nonnegative. -/
theorem det_sub_conj_nonneg (S : Matrix (n ⊕ n) (n ⊕ n) ℝ) :
    0 ≤ (S - poissonJ n * S * poissonJ n).det := by
  have hb : ∀ A B C D : Matrix n n ℝ,
      fromBlocks A B C D - poissonJ n * fromBlocks A B C D * poissonJ n =
        fromBlocks (A + D) (B - C) (-(B - C)) (A + D) := by
    intro A B C D
    rw [poissonJ, fromBlocks_multiply, fromBlocks_multiply, sub_eq_add_neg,
      fromBlocks_neg, fromBlocks_add, fromBlocks_inj]
    refine ⟨?_, ?_, ?_, ?_⟩ <;> noncomm_ring
  have h := hb S.toBlocks₁₁ S.toBlocks₁₂ S.toBlocks₂₁ S.toBlocks₂₂
  rw [fromBlocks_toBlocks] at h
  rw [h, det_complex_block]
  exact Complex.normSq_nonneg _

/-- Every canonical matrix has determinant exactly `+1`. -/
theorem det_eq_one {S : Matrix (n ⊕ n) (n ⊕ n) ℝ} (hS : IsCanonical S) : S.det = 1 := by
  have hS' : Sᵀ * poissonJ n * S = poissonJ n := hS
  have hfac : Sᵀ * (S - poissonJ n * S * poissonJ n) = 1 + Sᵀ * S := by
    have h1 : Sᵀ * (S - poissonJ n * S * poissonJ n) =
        Sᵀ * S - (Sᵀ * poissonJ n * S) * poissonJ n := by noncomm_ring
    rw [h1, hS', poissonJ_mul_self, sub_neg_eq_add, add_comm]
  -- the right-hand side is positive definite
  have hpos : 0 < (1 + Sᵀ * S).det := by
    have h := (Matrix.PosDef.one.add_posSemidef
      (Matrix.posSemidef_conjTranspose_mul_self S)).det_pos
    rwa [conjTranspose_eq_transpose_of_trivial] at h
  rw [← hfac, det_mul, det_transpose] at hpos
  have hdet : 0 < S.det := pos_of_mul_pos_left hpos (det_sub_conj_nonneg S)
  nlinarith [det_mul_self_eq_one hS]

/-- Liouville's theorem for linear canonical maps: `z ↦ S z` preserves the signed volume
spanned by any family of `2n` phase-space vectors, and the Lebesgue measure of every subset
of phase space. -/
theorem linear_liouville {S : Matrix (n ⊕ n) (n ⊕ n) ℝ} (hS : IsCanonical S) :
    (∀ v : n ⊕ n → (n ⊕ n → ℝ),
      (Matrix.of fun i => S *ᵥ v i).det = (Matrix.of v).det) ∧
    ∀ A : Set (n ⊕ n → ℝ), volume ((fun z => S *ᵥ z) '' A) = volume A := by
  constructor
  · intro v
    have h : (Matrix.of fun i => S *ᵥ v i) = Matrix.of v * Sᵀ := by
      ext i j
      simp [Matrix.mul_apply, Matrix.mulVec, dotProduct, mul_comm]
    rw [h, det_mul, det_transpose, det_eq_one hS, mul_one]
  · intro A
    have h := Measure.addHaar_image_linearMap volume (Matrix.toLin' S) A
    rw [LinearMap.det_toLin', det_eq_one hS] at h
    simp only [abs_one, ENNReal.ofReal_one, one_mul] at h
    exact h

/-- The phase-space rotation by an angle `t`, which mixes each position with its own
momentum, is canonical. -/
theorem isCanonical_rotation_witness (t : ℝ) :
    IsCanonical (fromBlocks (Real.cos t • (1 : Matrix n n ℝ)) (Real.sin t • 1)
      (-(Real.sin t • 1)) (Real.cos t • 1)) := by
  have h := Real.sin_sq_add_cos_sq t
  rw [IsCanonical, poissonJ, fromBlocks_transpose, fromBlocks_multiply,
    fromBlocks_multiply, fromBlocks_inj]
  refine ⟨?_, ?_, ?_, ?_⟩ <;>
    simp only [transpose_smul, transpose_neg, transpose_one, Matrix.mul_one,
      Matrix.mul_zero, Matrix.mul_neg, Matrix.mul_smul]
  · module
  · linear_combination (norm := module) h • (1 : Matrix n n ℝ)
  · linear_combination (norm := module) (-h) • (1 : Matrix n n ℝ)
  · module

/-- For one degree of freedom, a real matrix is canonical exactly when its determinant
is one. -/
theorem isCanonical_iff_det_eq_one (S : Matrix (Fin 1 ⊕ Fin 1) (Fin 1 ⊕ Fin 1) ℝ) :
    IsCanonical S ↔ S.det = 1 := by
  refine ⟨det_eq_one, fun h => ?_⟩
  have hdet : S.det = S (.inl 0) (.inl 0) * S (.inr 0) (.inr 0) -
      S (.inl 0) (.inr 0) * S (.inr 0) (.inl 0) := by
    rw [← det_submatrix_equiv_self (finSumFinEquiv (m := 1) (n := 1)).symm S]
    exact det_fin_two _
  rw [hdet] at h
  unfold IsCanonical
  ext i j
  rcases i with i | i <;> rcases j with j | j <;> fin_cases i <;> fin_cases j <;>
    simp [Matrix.mul_apply, poissonJ, Fintype.sum_sum_type] <;> linarith

/-- For two degrees of freedom, stretching one position by `2` and shrinking the other by
`1/2` at fixed momenta has determinant one but is not canonical. -/
theorem det_one_not_canonical :
    (fromBlocks (diagonal ![(2 : ℝ), 1 / 2]) 0 0 (1 : Matrix (Fin 2) (Fin 2) ℝ)).det = 1 ∧
    ¬ IsCanonical
      (fromBlocks (diagonal ![(2 : ℝ), 1 / 2]) 0 0 (1 : Matrix (Fin 2) (Fin 2) ℝ)) := by
  constructor
  · rw [det_fromBlocks_zero₂₁, det_diagonal]
    simp [Fin.prod_univ_two]
  · intro h
    rw [IsCanonical, poissonJ, fromBlocks_transpose, fromBlocks_multiply,
      fromBlocks_multiply, fromBlocks_inj] at h
    -- the position-momentum block would force 2 = 1
    have h12 := congrFun (congrFun h.2.1 0) 0
    norm_num at h12

end LinearLiouville
```

```lean
#print axioms LinearLiouville.linear_liouville
#print axioms LinearLiouville.isCanonical_iff_det_eq_one
#print axioms LinearLiouville.det_one_not_canonical
```

```
'LinearLiouville.linear_liouville' depends on axioms: [propext, Classical.choice, Quot.sound]
'LinearLiouville.isCanonical_iff_det_eq_one' depends on axioms: [propext, Classical.choice, Quot.sound]
'LinearLiouville.det_one_not_canonical' depends on axioms: [propext, Classical.choice, Quot.sound]
```

## From block elimination to the Lean proof

`poissonJ_mul_self` multiplies the blocks of \(J\). `det_mul_self_eq_one` applies the determinant to both sides of the canonical condition with `congrArg` and cancels \(\det J\).

`det_complex_block` is the longest proof. Its step `hr` rewrites the real determinant as a complex one, `hc` identifies \(\det(P-iQ)\) as a conjugate, and `key` is the elimination displayed above. Three of the four blocks in `key` follow from linear algebra alone, by `module`; the upper right one also uses \(i^2=-1\), supplied as `Complex.I_mul_I`. Taking determinants and returning to the real numbers finishes the lemma.

`det_sub_conj_nonneg` computes \(S-JSJ\) in blocks. The tactic `noncomm_ring` is used because the blocks need not commute. The previous lemma then turns the determinant into a squared modulus.

In `det_eq_one`, `hfac` is the factorisation of \(1+S^TS\), and `hpos` obtains its positive determinant by adding a positive semidefinite matrix to the identity. `pos_of_mul_pos_left` extracts \(\det S>0\), and `nlinarith` combines this with the squared determinant.

`linear_liouville` writes the transformed family as `Matrix.of v * Sᵀ` for the signed volume. For the measure it uses Mathlib's formula `Measure.addHaar_image_linearMap`, whose factor \(|\det S|\) becomes one.

The last three theorems are concrete. `isCanonical_rotation_witness` checks, block by block and with \(\sin^2t+\cos^2t=1\), that the motion of identical unit oscillators over a time \(t\) is canonical, so the hypothesis is met for every number of degrees of freedom. `isCanonical_iff_det_eq_one` takes one direction from `det_eq_one` and verifies the other entry by entry. `det_one_not_canonical` reads off the first entry of the position–momentum block, where canonicity would require \(2=1\).
